# The dual family of a non-orthogonal set of vectors

Let $v_1,\dots,v_n$ be linearly independent vectors in a complex inner-product space, whose inner product is antilinear in its first argument, with overlap matrix $S_{ij}=\langle v_i,v_j\rangle$, and define
$$w_i=\sum_j v_j\,(S^{-1})_{ji}.$$
Then $\langle w_i,v_j\rangle=\delta_{ij}$, the overlap matrix of the $w_i$ is $S^{-1}$, the $w_i$ are linearly independent, and the same construction applied to the $w_i$ returns the $v_i$. In electronic-structure calculations with a finite set of non-orthogonal atomic orbitals, the coefficient $c_i$ of $v_i$ in an orbital $\phi=\sum_j c_jv_j$ is in general not the inner product $\langle v_i,\phi\rangle$; for linearly independent $v_j$ it is $\langle w_i,\phi\rangle$.

## Derivation by hand

The inner product is antilinear in its first argument and linear in its second. For two families $u$, $v$ write $M(u,v)_{ij}=\langle u_i,v_j\rangle$, so that $S=M(v,v)$, and for a matrix $C$ write $vC$ for the family $(vC)_i=\sum_j v_jC_{ji}$. In this notation $w=vS^{-1}$.

Four rules carry the matrix algebra; the invertibility of $S$ will also need the positive definiteness of the inner product. Linearity in the second slot gives $\langle u_i,\sum_k v_kB_{kj}\rangle=\sum_k\langle u_i,v_k\rangle B_{kj}$, that is $M(u,vB)=M(u,v)B$. Antilinearity in the first slot gives $\langle\sum_k u_kA_{ki},v_j\rangle=\sum_k A_{ki}^*\langle u_k,v_j\rangle$, that is $M(uA,v)=A^\dagger M(u,v)$. Exchanging the order of summation in $\sum_j\big(\sum_k v_kA_{kj}\big)B_{ji}$ gives $(vA)B=v(AB)$. Finally $S_{ji}^*=\langle v_j,v_i\rangle^*=\langle v_i,v_j\rangle$, so $S^\dagger=S$.

Next, $S$ must be invertible. Suppose $\det S=0$. Then $Sc=0$ for some column $c\neq0$, and the vector $y=\sum_j c_jv_j$ satisfies $\langle v_i,y\rangle=(Sc)_i=0$ for every $i$. Hence $\langle y,y\rangle=\sum_i c_i^*\langle v_i,y\rangle=0$, so $y=0$, and independence forces $c=0$, a contradiction.

The converse rests on a small observation. If some family $u$ has $\langle u_i,v_j\rangle=\delta_{ij}$ and $\sum_j g_jv_j=0$, then taking the inner product with $u_i$ gives $g_i=0$; a family with a biorthogonal partner is independent. When $\det S\neq0$, the family $u=v(S^{-1})^\dagger$ has $M(u,v)=S^{-1}S=1$ and is such a partner.

The claims now follow by matrix algebra. Since $S$ is Hermitian, $(S^{-1})^\dagger=(S^\dagger)^{-1}=S^{-1}$, and
$$M(w,v)=(S^{-1})^\dagger S=1,\qquad M(v,w)=SS^{-1}=1,\qquad M(w,w)=M(w,v)\,S^{-1}=S^{-1}.$$
The first equation is biorthogonality. The second says that $v$ is a biorthogonal partner of $w$, so $w$ is independent. The third is the overlap of the dual family. The dual of $w$ is $w\,M(w,w)^{-1}=w(S^{-1})^{-1}=wS=(vS^{-1})S=v$.

Two consequences are worth having. If $vC$ is biorthogonal to $v$, then $C^\dagger S=1$, the adjoint equation is $SC=1$, and so $C=S^{-1}$: the dual family is the only biorthogonal family built from the $v_j$. Also $\langle w_i,\sum_j c_jv_j\rangle=\sum_j c_j\delta_{ij}=c_i$. For an arbitrary vector $x$, the relation $v=wS$ reads $v_k=\sum_i w_iS_{ik}$, so
$$\langle v_k,x\rangle=\sum_i S_{ik}^*\langle w_i,x\rangle=\sum_i\langle w_i,x\rangle\langle v_k,v_i\rangle=\Big\langle v_k,\sum_i\langle w_i,x\rangle v_i\Big\rangle,$$
and the residual $x-\sum_i\langle w_i,x\rangle v_i$ is orthogonal to every $v_k$.

Independence cannot be dropped. If $v_1=v_2$, biorthogonality would demand $\langle w_1,v_1\rangle=1$ and $\langle w_1,v_2\rangle=0$ for the same vector.

## The formal development

The space `E` is any complex inner-product space. It is not assumed finite-dimensional or complete, so the vectors may be columns of numbers or elements of a function space. The type `n` labels the vectors, and a family is a function `n → E`. The bracket `⟪u i, v j⟫_ℂ` is antilinear on the left, as in Dirac notation.

```lean
import Mathlib

open Matrix
open scoped InnerProductSpace

namespace DualBasis

noncomputable section

variable {n : Type*} {E : Type*} [NormedAddCommGroup E] [InnerProductSpace ℂ E]
```

The matrix $M(u,v)$ is `mixedOverlap u v`, and $S$ is `overlap v`. Both families carry the same labels, so all matrices are square.

```lean
/-- The mixed overlap matrix of two families of vectors, with entries `⟨u_i, v_j⟩`. -/
def mixedOverlap (u v : n → E) : Matrix n n ℂ :=
  Matrix.of fun i j => ⟪u i, v j⟫_ℂ

/-- The overlap matrix `S_ij = ⟨v_i, v_j⟩` of a family of vectors. -/
def overlap (v : n → E) : Matrix n n ℂ :=
  mixedOverlap v v
```

The superscript `ᴴ` is the conjugate transpose $\dagger$. Entry by entry, $S^\dagger=S$ is conjugate symmetry of the inner product, `inner_conj_symm`.

```lean
/-- The overlap matrix is Hermitian. -/
theorem overlap_conjTranspose (v : n → E) : (overlap v)ᴴ = overlap v := by
  ext i j
  change (starRingEnd ℂ) ⟪v j, v i⟫_ℂ = ⟪v i, v j⟫_ℂ
  exact inner_conj_symm _ _
```

From here on the label set is finite; infinite families are not covered. The definition `combine v C` is $vC$, with the coefficients of the $i$-th new vector in the $i$-th column of $C$, the usual layout for molecular-orbital coefficients.

```lean
variable [Fintype n]

/-- The family of linear combinations `∑_j v_j C_ji` with coefficient matrix `C`. -/
def combine (v : n → E) (C : Matrix n n ℂ) : n → E :=
  fun i => ∑ j, C j i • v j
```

The next two lemmas are the rules $M(u,vB)=M(u,v)B$ and $M(uA,v)=A^\dagger M(u,v)$. In the first, `inner_sum` and `inner_smul_right` pull the sum and the coefficients out of the ket. In the second, `sum_inner` and `inner_smul_left` do so for the bra, and the coefficients come out conjugated.

```lean
/-- Recombining the kets with `B` multiplies the mixed overlap by `B` on the right. -/
theorem mixedOverlap_combine_right (u v : n → E) (B : Matrix n n ℂ) :
    mixedOverlap u (combine v B) = mixedOverlap u v * B := by
  ext i j
  simp only [mixedOverlap, combine, Matrix.of_apply, Matrix.mul_apply, inner_sum,
    inner_smul_right]
  exact Finset.sum_congr rfl fun k _ => mul_comm _ _

/-- Recombining the bras with `A` multiplies the mixed overlap by `Aᴴ` on the left. -/
theorem mixedOverlap_combine_left (u v : n → E) (A : Matrix n n ℂ) :
    mixedOverlap (combine u A) v = Aᴴ * mixedOverlap u v := by
  ext i j
  simp only [mixedOverlap, combine, Matrix.of_apply, Matrix.mul_apply, sum_inner,
    inner_smul_left, Matrix.conjTranspose_apply]
  rfl
```

The rule $(vA)B=v(AB)$ is the exchange of the two sums, done by `Finset.sum_comm`.

```lean
/-- Recombining with `A` and then with `B` is recombining with the product `A B`. -/
theorem combine_combine (v : n → E) (A B : Matrix n n ℂ) :
    combine (combine v A) B = combine v (A * B) := by
  funext i
  simp only [combine, Matrix.mul_apply, Finset.smul_sum, Finset.sum_smul, smul_smul]
  rw [Finset.sum_comm]
  exact Finset.sum_congr rfl fun k _ => Finset.sum_congr rfl fun j _ => by rw [mul_comm]
```

The dual family is $vS^{-1}$. Mathlib assigns the zero matrix to the inverse of a singular matrix, so `dualFamily v` is defined for dependent vectors too, where it consists of zero vectors; the theorems below that assert its properties carry a hypothesis which excludes this case.

```lean
variable [DecidableEq n]

/-- The dual family `w_i = ∑_j v_j (S⁻¹)_ji` built from the inverse overlap matrix. -/
def dualFamily (v : n → E) : n → E :=
  combine v (overlap v)⁻¹
```

Biorthogonality is written `mixedOverlap u v = 1`. The proof takes coefficients `g` with vanishing combination, forms the inner product with `u i` in `h1`, reads the entries of the identity matrix as $\delta_{ij}$ in `h2`, and collapses the sum to $g_i=0$.

```lean
/-- If some family `u` satisfies `⟨u_i, v_j⟩ = δ_ij`, then the `v_j` are linearly
independent. -/
theorem linearIndependent_of_biorthogonal (u v : n → E) (h : mixedOverlap u v = 1) :
    LinearIndependent ℂ v := by
  rw [Fintype.linearIndependent_iff]
  intro g hg i
  -- project the vanishing combination on `u i`
  have h1 : ⟪u i, ∑ j, g j • v j⟫_ℂ = 0 := by rw [hg, inner_zero_right]
  have h2 : ∀ j, ⟪u i, v j⟫_ℂ = if i = j then 1 else 0 := fun j => by
    have h3 := congrFun (congrFun h i) j
    simpa [mixedOverlap, Matrix.one_apply] using h3
  simpa [inner_sum, inner_smul_right, h2] using h1
```

In the equivalence of independence and $\det S\neq0$, the forward direction obtains the nonzero null vector `c` from `Matrix.exists_mulVec_eq_zero_iff`. The steps `horth`, `hself` and `hzero` are $\langle v_i,y\rangle=0$, $\langle y,y\rangle=0$ and $y=0$. Positive definiteness of the inner product enters at `inner_self_eq_zero`. The backward direction supplies the partner `combine v ((overlap v)⁻¹)ᴴ`, whose mixed overlap with $v$ is $S^{-1}S$ once the double adjoint cancels.

```lean
/-- The vectors are linearly independent exactly when the determinant of their overlap
matrix is nonzero. -/
theorem linearIndependent_iff_det_ne_zero (v : n → E) :
    LinearIndependent ℂ v ↔ (overlap v).det ≠ 0 := by
  constructor
  · intro hv hdet
    obtain ⟨c, hc, hS⟩ := Matrix.exists_mulVec_eq_zero_iff.mpr hdet
    -- `S c = 0` says that `∑ c_j v_j` is orthogonal to every `v_i`
    have horth : ∀ i, ⟪v i, ∑ j, c j • v j⟫_ℂ = 0 := fun i => by
      have h : ∑ j, ⟪v i, v j⟫_ℂ * c j = 0 := congrFun hS i
      rw [inner_sum]
      simp only [inner_smul_right]
      exact (Finset.sum_congr rfl fun j _ => mul_comm _ _).trans h
    -- hence orthogonal to itself
    have hself : ⟪∑ i, c i • v i, ∑ j, c j • v j⟫_ℂ = 0 := by
      rw [sum_inner]
      exact Finset.sum_eq_zero fun i _ => by rw [inner_smul_left, horth i, mul_zero]
    have hzero : ∑ i, c i • v i = 0 := inner_self_eq_zero.mp hself
    exact hc (funext fun i => Fintype.linearIndependent_iff.mp hv c hzero i)
  · intro h
    apply linearIndependent_of_biorthogonal (combine v ((overlap v)⁻¹)ᴴ) v
    rw [mixedOverlap_combine_left, Matrix.conjTranspose_conjTranspose]
    exact Matrix.nonsing_inv_mul (overlap v) (isUnit_iff_ne_zero.mpr h)
```

Over $\mathbb{C}$ the statement `IsUnit (overlap v).det` means $\det S\neq0$, and it is the form in which the lemmas on inverses take this condition. The equation $M(w,v)=1$ is obtained by three rewrites: the left rule gives $(S^{-1})^\dagger S$, `Matrix.conjTranspose_nonsing_inv` moves the adjoint inside the inverse, and hermiticity removes it, which leaves $S^{-1}S=1$.

```lean
/-- For linearly independent vectors the mixed overlap of the dual family with the
original family is the identity matrix. -/
theorem mixedOverlap_dualFamily {v : n → E} (hv : LinearIndependent ℂ v) :
    mixedOverlap (dualFamily v) v = 1 := by
  have hS : IsUnit (overlap v).det :=
    isUnit_iff_ne_zero.mpr ((linearIndependent_iff_det_ne_zero v).mp hv)
  unfold dualFamily
  rw [mixedOverlap_combine_left, Matrix.conjTranspose_nonsing_inv, overlap_conjTranspose]
  exact Matrix.nonsing_inv_mul (overlap v) hS
```

The relation $wS=v$ follows from the composition rule, $S^{-1}S=1$, and the evaluation of $\sum_j\delta_{ji}v_j$.

```lean
/-- For linearly independent vectors, `v_i = ∑_j w_j S_ji` with `w` the dual family. -/
theorem combine_dualFamily_overlap {v : n → E} (hv : LinearIndependent ℂ v) :
    combine (dualFamily v) (overlap v) = v := by
  have hS : IsUnit (overlap v).det :=
    isUnit_iff_ne_zero.mpr ((linearIndependent_iff_det_ne_zero v).mp hv)
  unfold dualFamily
  rw [combine_combine, Matrix.nonsing_inv_mul _ hS]
  funext i
  simp [combine, Matrix.one_apply]
```

The main theorem has one hypothesis, `LinearIndependent ℂ v`, and five conclusions. The first is $\langle w_i,v_j\rangle=\delta_{ij}$, with the Kronecker symbol written `if i = j then 1 else 0`. The second says that the overlap matrix of $w$ is $S^{-1}$, and the third that its product with $S$ is the identity, which expresses the same relation without the inverse symbol. The fourth is independence of $w$. The fifth, `dualFamily (dualFamily v) = v`, is an equality of families, vector by vector with the same labels. The $v_i$ are not required to span `E`, so the word "basis" applies only within their span. The statement is exact and contains no estimate of how large the $w_i$ become when $S$ is nearly singular.

In the proof, `hb`, `hb'` and `hw` are the three matrix equations $M(w,v)=1$, $M(v,w)=1$ and $M(w,w)=S^{-1}$. Independence of $w$ comes from `hb'` through the lemma on biorthogonal partners. The closing calculation is $w\,M(w,w)^{-1}=wS=v$, with `Matrix.nonsing_inv_nonsing_inv` for $(S^{-1})^{-1}=S$.

```lean
/-- For linearly independent `v` with overlap `S`, the dual family `w` obeys
`⟨w_i, v_j⟩ = δ_ij`, has overlap `S⁻¹` (its product with `S` is the identity), is linearly
independent, and has `v` as its own dual family. -/
theorem dualFamily_spec {v : n → E} (hv : LinearIndependent ℂ v) :
    (∀ i j, ⟪dualFamily v i, v j⟫_ℂ = if i = j then 1 else 0) ∧
      overlap (dualFamily v) = (overlap v)⁻¹ ∧
      overlap (dualFamily v) * overlap v = 1 ∧
      LinearIndependent ℂ (dualFamily v) ∧
      dualFamily (dualFamily v) = v := by
  have hS : IsUnit (overlap v).det :=
    isUnit_iff_ne_zero.mpr ((linearIndependent_iff_det_ne_zero v).mp hv)
  have hb := mixedOverlap_dualFamily hv
  -- `⟨w, w⟩ = ⟨w, v⟩ S⁻¹ = S⁻¹`
  have hw : overlap (dualFamily v) = (overlap v)⁻¹ :=
    calc overlap (dualFamily v) = mixedOverlap (dualFamily v) v * (overlap v)⁻¹ :=
          mixedOverlap_combine_right (dualFamily v) v (overlap v)⁻¹
      _ = (overlap v)⁻¹ := by rw [hb, Matrix.one_mul]
  -- `⟨v, w⟩ = S S⁻¹ = 1`
  have hb' : mixedOverlap v (dualFamily v) = 1 :=
    (mixedOverlap_combine_right v v (overlap v)⁻¹).trans
      (Matrix.mul_nonsing_inv (overlap v) hS)
  refine ⟨fun i j => ?_, hw, ?_, linearIndependent_of_biorthogonal v _ hb', ?_⟩
  · have h := congrFun (congrFun hb i) j
    simpa [mixedOverlap, Matrix.one_apply] using h
  · rw [hw, Matrix.nonsing_inv_mul _ hS]
  · -- the second construction recombines `w` with `(S⁻¹)⁻¹ = S`
    calc dualFamily (dualFamily v)
        = combine (dualFamily v) (overlap (dualFamily v))⁻¹ := rfl
      _ = combine (dualFamily v) (overlap v) := by
          rw [hw, Matrix.nonsing_inv_nonsing_inv _ hS]
      _ = v := combine_dualFamily_overlap hv
```

Uniqueness needs no separate assumption of independence, since the hypothesis `h` already gives $v$ a biorthogonal partner. The restriction to families of the form `combine v C` is essential. For the single vector $v=(1,0)$ in $\mathbb{C}^2$ the dual vector is $(1,0)$, while $u=(1,1)$ also has $\langle u,v\rangle=1$. The steps `h1` and `h2` are $C^\dagger S=1$ and $SC=1$, and `Matrix.inv_eq_right_inv` identifies $C$ with $S^{-1}$.

```lean
/-- A family of linear combinations of the `v_j` that is biorthogonal to `v` is the dual
family. -/
theorem dualFamily_unique (v : n → E) (C : Matrix n n ℂ)
    (h : mixedOverlap (combine v C) v = 1) : combine v C = dualFamily v := by
  have h1 : Cᴴ * overlap v = 1 := (mixedOverlap_combine_left v v C).symm.trans h
  -- the adjoint equation is `S C = 1`
  have h2 : overlap v * C = 1 :=
    calc overlap v * C = (Cᴴ * overlap v)ᴴ := by
          rw [Matrix.conjTranspose_mul, Matrix.conjTranspose_conjTranspose,
            overlap_conjTranspose]
      _ = 1 := by rw [h1, Matrix.conjTranspose_one]
  unfold dualFamily
  rw [Matrix.inv_eq_right_inv h2]
```

The expansion theorem has two parts: $\langle w_i,\sum_j c_jv_j\rangle=c_i$ for all coefficients, and orthogonality of the residual to each $v_k$ for every `x` in `E`, inside the span or not. The first part inserts $\delta_{ij}$ under the sum. In the second, `hk` is $v_k=\sum_i w_iS_{ik}$ and `h1` is the first half of the displayed chain above, after which the two sums cancel term by term. That $\sum_i|v_i\rangle\langle w_i|$ is the orthogonal projector on the span, and gives the best approximation to $x$ there, is the usual reading of this result, but no theorem here states it.

```lean
/-- For linearly independent `v` with dual family `w`: `⟨w_i, ∑_j c_j v_j⟩ = c_i`, and for
every vector `x` the residual `x - ∑_i ⟨w_i, x⟩ v_i` is orthogonal to every `v_k`. -/
theorem dualFamily_expansion {v : n → E} (hv : LinearIndependent ℂ v) :
    (∀ (c : n → ℂ) (i : n), ⟪dualFamily v i, ∑ j, c j • v j⟫_ℂ = c i) ∧
      ∀ (x : E) (k : n), ⟪v k, x - ∑ i, ⟪dualFamily v i, x⟫_ℂ • v i⟫_ℂ = 0 := by
  constructor
  · intro c i
    have hδ := (dualFamily_spec hv).1 i
    rw [inner_sum]
    simp only [inner_smul_right, hδ]
    simp
  · intro x k
    -- expand the bra `v k` in the dual family
    have hk : ∑ i, ⟪v i, v k⟫_ℂ • dualFamily v i = v k :=
      congrFun (combine_dualFamily_overlap hv) k
    have h1 : ⟪v k, x⟫_ℂ = ∑ i, ⟪dualFamily v i, x⟫_ℂ * ⟪v k, v i⟫_ℂ :=
      calc ⟪v k, x⟫_ℂ = ⟪∑ i, ⟪v i, v k⟫_ℂ • dualFamily v i, x⟫_ℂ := by rw [hk]
        _ = ∑ i, ⟪dualFamily v i, x⟫_ℂ * ⟪v k, v i⟫_ℂ := by
          rw [sum_inner]
          refine Finset.sum_congr rfl fun i _ => ?_
          rw [inner_smul_left, inner_conj_symm, mul_comm]
    rw [inner_sub_right, inner_sum, h1]
    simp only [inner_smul_right, sub_self]
```

An example in $\mathbb{C}^2$ shows the conventions at work with a complex overlap. For $v_1=(1,0)$ and $v_2=(i,1)$, which Lean labels `0` and `1`,
$$S=\begin{pmatrix}1&i\\-i&2\end{pmatrix},\qquad \det S=1,\qquad S^{-1}=\begin{pmatrix}2&-i\\ i&1\end{pmatrix},$$
so that $w_1=2v_1+iv_2=(1,i)$ and $w_2=-iv_1+v_2=(0,1)$. As a check, $\langle w_1,v_2\rangle=1\cdot i+(-i)\cdot1=0$.

```lean
/-- The pair of vectors `(1, 0)` and `(i, 1)` in `ℂ²`. -/
def skewPair : Fin 2 → EuclideanSpace ℂ (Fin 2) :=
  ![!₂[1, 0], !₂[Complex.I, 1]]

/-- The pair of vectors `(1, i)` and `(0, 1)` in `ℂ²`. -/
def skewPairDual : Fin 2 → EuclideanSpace ℂ (Fin 2) :=
  ![!₂[1, Complex.I], !₂[0, 1]]
```

The theorem states that the pair is independent, that $\langle v_1,v_2\rangle=i$, and that the dual family is the second pair. The proof does not invert $S$. It verifies the four biorthogonality relations in `hb`, verifies in `hc` that the proposed partner is a combination of the $v_j$ with the coefficient matrix above, and then applies `dualFamily_unique`.

```lean
/-- The vectors `(1, 0)` and `(i, 1)` are linearly independent with mutual overlap `i`, and
their dual family is `(1, i)`, `(0, 1)`. -/
theorem dualFamily_witness :
    LinearIndependent ℂ skewPair ∧ ⟪skewPair 0, skewPair 1⟫_ℂ = Complex.I ∧
      dualFamily skewPair = skewPairDual := by
  have hb : mixedOverlap skewPairDual skewPair = 1 := by
    ext i j
    fin_cases i <;> fin_cases j <;>
      simp [mixedOverlap, skewPair, skewPairDual, PiLp.inner_apply, Fin.sum_univ_two]
  have hc : combine skewPair !![2, -Complex.I; Complex.I, 1] = skewPairDual := by
    funext i
    ext k
    fin_cases i <;> fin_cases k <;>
      simp [combine, skewPair, skewPairDual, Fin.sum_univ_two]
    norm_num
  refine ⟨linearIndependent_of_biorthogonal _ _ hb, ?_, ?_⟩
  · simp [skewPair, PiLp.inner_apply, Fin.sum_univ_two]
  · -- uniqueness identifies the explicit partner with the dual family
    have hb' : mixedOverlap (combine skewPair !![2, -Complex.I; Complex.I, 1]) skewPair
        = 1 := by rw [hc, hb]
    rw [← dualFamily_unique skewPair _ hb', hc]

end

end DualBasis
```

```lean
#print axioms DualBasis.dualFamily_expansion
```

```
'DualBasis.dualFamily_expansion' depends on axioms: [propext, Classical.choice, Quot.sound]
```
